# With orthonormal Lanczos vectors, the residual norm of a Ritz vector is the last coupling times the last eigenvector component, in absolute value

A Lanczos calculation replaces a large Hamiltonian matrix by a small one, and the question is how far an energy of the small matrix can lie from an eigenvalue of the large one. The answer below starts from the matrix relation that a run leaves behind when it stops. That relation is a hypothesis, and the algorithm that produces it is not modelled.

## The residual norm and the error bound

Let $A$ be a real square matrix, such as a Hamiltonian with real entries in a finite orthonormal basis. Let the columns of $Q$ be the Lanczos vectors computed so far, $T$ the small projected matrix, $q$ the next Lanczos vector and $b$ the coupling to it. Let $l$ label the last column of $Q$, and let $e_l$ be the corresponding coordinate vector. The relation is

$$AQ = QT + b\,q\,e_l^T,\qquad Q^TQ = 1,\qquad Q^Tq = 0,\qquad q\cdot q = 1 .$$

Textbooks often write $\beta_m$ for $b$ and $q_{m+1}$ for $q$ after $m$ steps.

Take a real unit vector $s$ with $Ts=\theta s$ and form the Ritz vector $y = Qs$. Then

$$\|y\| = 1,\qquad y\cdot Ay = \theta,\qquad \|Ay-\theta y\| = |b\,s_l| .$$

If $A$ is also symmetric, as such a Hamiltonian always is, it has an eigenvalue $\mu$ with $|\mu-\theta|\le |b\,s_l|$.

## Stopping a run from the small eigenproblem

A Lanczos code can use $|b\,s_l|$ as its convergence measure. Both factors are at hand once $T$ has been diagonalised, so the test needs neither the long vector $y$ nor another multiplication by $A$. In exact diagonalisation of a lattice model or a configuration-interaction matrix, this gives an error bar on an eigenvalue of the matrix, provided that the matrix is finite, real and symmetric and the relation above holds. Any error made by truncating the basis is not included.

Two details matter in an implementation. The number $b$ is the coupling to the vector *after* the last column of $Q$, so it is not an entry of $T$. If the eigenvectors of $T$ are stored as columns, the values $s_l$ form the last row of that array. For an eigenvector that is not normalised, the error bar is $|b\,s_l|/\|s\|$.

For example, two Lanczos steps from the first basis vector of

$$A=\begin{pmatrix}9&12&0\\12&16&5\\0&5&7\end{pmatrix}$$

give the upper left $2\times2$ block as $T$, with $b=5$. The vector $s=(3/5,4/5)$ has $\theta=25$, so $|b\,s_l|=4$. Directly, $y=(3/5,4/5,0)$ and $Ay=(15,20,4)$, which leaves the residual $(0,0,4)$. Some eigenvalue must lie between 21 and 29; the largest is about 25.86.

## From the recurrence to the residual

Orthonormal columns preserve dot products. For any coefficient vectors $s$ and $t$,

$$(Qs)\cdot(Qt)=s^TQ^TQt=s\cdot t .$$

With $t=s$ this gives $y\cdot y=1$. In the same way, $y\cdot q=s^TQ^Tq=0$.

Now apply the recurrence to $s$. Since $e_l^Ts=s_l$,

$$Ay=AQs=QTs+b\,q\,(e_l^Ts)=\theta y+b\,s_l\,q .$$

The residual is therefore $d = Ay-\theta y=b\,s_l\,q$. It is a multiple of the next Lanczos vector, and only the factor $b\,s_l$ depends on the Ritz pair. Taking the dot product of $Ay$ with $y$ gives

$$y\cdot Ay=\theta\,(y\cdot y)+b\,s_l\,(y\cdot q)=\theta ,$$

and the norm follows from

$$d\cdot d=(b\,s_l)^2\,(q\cdot q)=(b\,s_l)^2,\qquad \|d\|=|b\,s_l| .$$

Because $q\neq0$, the residual vanishes exactly when $b\,s_l=0$.

## From the residual to a nearby eigenvalue

Let $A$ be symmetric, with orthonormal eigenvectors $u_j$ and eigenvalues $\lambda_j$. Here $y$ may be any unit vector and $\theta$ any real number. Write $c_j=u_j\cdot y$ and $r=d\cdot d$, so that $r$ is the squared residual norm and not the residual vector. Symmetry lets $A$ act on $u_j$:

$$u_j\cdot d=(Au_j)\cdot y-\theta\,u_j\cdot y=(\lambda_j-\theta)\,c_j .$$

Expanding both vectors in the eigenbasis gives

$$\sum_j c_j^2=y\cdot y=1,\qquad \sum_j(\lambda_j-\theta)^2c_j^2=r .$$

Suppose that every eigenvalue were farther from $\theta$ than $\sqrt r$, so that $(\lambda_j-\theta)^2>r$ for all $j$. Subtracting $r$ times the first sum from the second gives

$$\sum_j\big[(\lambda_j-\theta)^2-r\big]c_j^2=r-r=0 .$$

No term is negative, so each is zero. Each bracket is positive, so every $c_j$ is zero, which contradicts $\sum_jc_j^2=1$. Hence some eigenvalue lies within $\sqrt r=\|Ay-\theta y\|$ of $\theta$. For a Lanczos Ritz pair this distance is $|b\,s_l|$.

## The relation and its consequences in Lean

```lean
import Mathlib

open Matrix

namespace LanczosRitz

variable {n k : Type*} [Fintype n] [Fintype k] [DecidableEq k]

/-- The Euclidean norm of a real coordinate vector. -/
noncomputable def euclNorm (v : n → ℝ) : ℝ := √(v ⬝ᵥ v)

/-- The Lanczos relation `A Q = Q T + b q e_lᵀ`: the columns of `Q` are orthonormal, and the next
vector `q` is a unit vector orthogonal to them. The index `l` marks the column that carries the
coupling term. -/
structure LanczosRelation (A : Matrix n n ℝ) (Q : Matrix n k ℝ) (T : Matrix k k ℝ)
    (b : ℝ) (q : n → ℝ) (l : k) : Prop where
  recurrence : A * Q = Q * T + b • vecMulVec q (Pi.single l 1)
  orthonormal : Qᵀ * Q = 1
  orthogonal : Qᵀ *ᵥ q = 0
  normalized : q ⬝ᵥ q = 1

variable {A : Matrix n n ℝ} {Q : Matrix n k ℝ} {T : Matrix k k ℝ}
  {b θ : ℝ} {q : n → ℝ} {l : k} {s : k → ℝ}

/-- A matrix `Q` with orthonormal columns preserves dot products. -/
theorem dot_lift (hQ : Qᵀ * Q = 1) (s t : k → ℝ) :
    (Q *ᵥ s) ⬝ᵥ (Q *ᵥ t) = s ⬝ᵥ t := by
  rw [Matrix.dotProduct_mulVec, ← Matrix.mulVec_transpose, Matrix.mulVec_mulVec, hQ,
    Matrix.one_mulVec]

/-- Under the Lanczos relation, if `T s = θ s`, then the residual of the lifted vector `Q s`
is `b s_l` times the next Lanczos vector `q`. -/
theorem residual_eq (h : LanczosRelation A Q T b q l) (hs : T *ᵥ s = θ • s) :
    A *ᵥ (Q *ᵥ s) - θ • (Q *ᵥ s) = (b * s l) • q := by
  -- only component `l` of `s` feels the coupling term
  have hc : (b • vecMulVec q (Pi.single l 1)) *ᵥ s = (b * s l) • q := by
    ext i
    simp [Matrix.mulVec, dotProduct, Matrix.vecMulVec_apply, Pi.single_apply]
    ring
  rw [Matrix.mulVec_mulVec, h.recurrence, Matrix.add_mulVec, hc, ← Matrix.mulVec_mulVec,
    hs, Matrix.mulVec_smul, add_sub_cancel_left]

/-- Under the Lanczos relation, a unit eigenvector `s` of `T` with eigenvalue `θ` gives a unit
vector `y = Q s` with energy expectation `y · A y = θ` and residual norm `|b s_l|`. -/
theorem ritz_pair (h : LanczosRelation A Q T b q l) (hs : T *ᵥ s = θ • s)
    (hunit : euclNorm s = 1) :
    euclNorm (Q *ᵥ s) = 1 ∧
      (Q *ᵥ s) ⬝ᵥ (A *ᵥ (Q *ᵥ s)) = θ ∧
      euclNorm (A *ᵥ (Q *ᵥ s) - θ • (Q *ᵥ s)) = |b * s l| := by
  have hss : s ⬝ᵥ s = 1 := Real.sqrt_eq_one.mp hunit
  have hyq : (Q *ᵥ s) ⬝ᵥ q = 0 := by
    rw [dotProduct_comm, Matrix.dotProduct_mulVec, ← Matrix.mulVec_transpose,
      h.orthogonal, zero_dotProduct]
  refine ⟨?_, ?_, ?_⟩
  · rw [euclNorm, dot_lift h.orthonormal, hss, Real.sqrt_one]
  · -- the residual is orthogonal to the Ritz vector
    rw [sub_eq_iff_eq_add'.mp (residual_eq h hs), dotProduct_add, dotProduct_smul,
      dotProduct_smul, hyq, dot_lift h.orthonormal, hss]
    simp
  · rw [residual_eq h hs, euclNorm, smul_dotProduct, dotProduct_smul, h.normalized,
      smul_eq_mul, smul_eq_mul, mul_one, ← sq, Real.sqrt_sq_eq_abs]

/-- Under the Lanczos relation, if `T s = θ s`, then `Q s` satisfies the eigenvalue equation
of `A` with the same `θ` exactly when `b s_l = 0`. -/
theorem ritz_exact_iff (h : LanczosRelation A Q T b q l) (hs : T *ᵥ s = θ • s) :
    A *ᵥ (Q *ᵥ s) = θ • (Q *ᵥ s) ↔ b * s l = 0 := by
  have hq : q ≠ 0 := by
    intro h0
    have h1 := h.normalized
    rw [h0, zero_dotProduct] at h1
    exact zero_ne_one h1
  rw [← sub_eq_zero, residual_eq h hs, smul_eq_zero]
  exact or_iff_left hq

/-- For a symmetric matrix `A`, a unit vector `y` and a real number `θ`, some eigenvalue of `A`
lies within the residual norm `‖A y - θ y‖` of `θ`. -/
theorem eigenvalue_near [DecidableEq n] (hA : A.IsSymm) {y : n → ℝ}
    (hy : euclNorm y = 1) (θ : ℝ) :
    ∃ (μ : ℝ) (x : n → ℝ), x ≠ 0 ∧ A *ᵥ x = μ • x ∧
      |μ - θ| ≤ euclNorm (A *ᵥ y - θ • y) := by
  have hyy : y ⬝ᵥ y = 1 := Real.sqrt_eq_one.mp hy
  have hH : A.IsHermitian := by
    rw [Matrix.IsHermitian, Matrix.conjTranspose_eq_transpose_of_trivial]
    exact hA
  obtain ⟨u, hu⟩ : ∃ u : n → n → ℝ, u = fun j => (hH.eigenvectorBasis j).ofLp := ⟨_, rfl⟩
  have heig : ∀ j, A *ᵥ u j = hH.eigenvalues j • u j := by
    intro j
    rw [hu]
    exact hH.mulVec_eigenvectorBasis j
  have hne : ∀ j, u j ≠ 0 := by
    intro j h0
    rw [hu] at h0
    apply hH.eigenvectorBasis.orthonormal.ne_zero j
    ext i
    exact congrFun h0 i
  -- Parseval's identity in the eigenbasis
  have par : ∀ v : n → ℝ, ∑ j, (u j ⬝ᵥ v) ^ 2 = v ⬝ᵥ v := by
    intro v
    have h := hH.eigenvectorBasis.sum_inner_mul_inner (WithLp.toLp 2 v) (WithLp.toLp 2 v)
    simp only [EuclideanSpace.inner_eq_star_dotProduct, star_trivial] at h
    refine Eq.trans (Finset.sum_congr rfl fun j _ => ?_) h
    rw [hu, sq]
    exact congrArg _ (dotProduct_comm _ _)
  -- components of the residual
  have comp : ∀ j, u j ⬝ᵥ (A *ᵥ y - θ • y) = (hH.eigenvalues j - θ) * (u j ⬝ᵥ y) := by
    intro j
    rw [dotProduct_sub, Matrix.dotProduct_mulVec, ← Matrix.mulVec_transpose, hA.eq, heig,
      smul_dotProduct, dotProduct_smul, smul_eq_mul, smul_eq_mul]
    ring
  by_contra hno
  have gap : ∀ j, (A *ᵥ y - θ • y) ⬝ᵥ (A *ᵥ y - θ • y) < (hH.eigenvalues j - θ) ^ 2 := by
    intro j
    by_contra hj
    exact hno ⟨_, u j, hne j, heig j, Real.abs_le_sqrt (not_lt.mp hj)⟩
  have hr := par (A *ᵥ y - θ • y)
  simp only [comp] at hr
  generalize (A *ᵥ y - θ • y) ⬝ᵥ (A *ᵥ y - θ • y) = r at gap hr
  have hz : ∑ j, ((hH.eigenvalues j - θ) ^ 2 - r) * (u j ⬝ᵥ y) ^ 2 = 0 := by
    have h1 : ∑ j, ((hH.eigenvalues j - θ) ^ 2 - r) * (u j ⬝ᵥ y) ^ 2
        = ∑ j, ((hH.eigenvalues j - θ) * (u j ⬝ᵥ y)) ^ 2 - r * ∑ j, (u j ⬝ᵥ y) ^ 2 := by
      rw [Finset.mul_sum, ← Finset.sum_sub_distrib]
      exact Finset.sum_congr rfl fun j _ => by ring
    rw [h1, hr, par, hyy]
    ring
  -- every component of `y` would vanish
  have hall := (Finset.sum_eq_zero_iff_of_nonneg fun j _ =>
    mul_nonneg (sub_pos.mpr (gap j)).le (sq_nonneg (u j ⬝ᵥ y))).mp hz
  have h0 : ∑ j, (u j ⬝ᵥ y) ^ 2 = 0 := Finset.sum_eq_zero fun j hj =>
    (mul_eq_zero.mp (hall j hj)).resolve_left (sub_pos.mpr (gap j)).ne'
  rw [par, hyy] at h0
  exact one_ne_zero h0

/-- Under the Lanczos relation with symmetric `A`, a unit eigenvector `s` of `T` with
eigenvalue `θ` guarantees an eigenvalue of `A` within `|b s_l|` of `θ`. -/
theorem ritz_error_bound [DecidableEq n] (hA : A.IsSymm)
    (h : LanczosRelation A Q T b q l) (hs : T *ᵥ s = θ • s) (hunit : euclNorm s = 1) :
    ∃ (μ : ℝ) (x : n → ℝ), x ≠ 0 ∧ A *ᵥ x = μ • x ∧ |μ - θ| ≤ |b * s l| := by
  obtain ⟨hy, -, hres⟩ := ritz_pair h hs hunit
  rw [← hres]
  exact eigenvalue_near hA hy θ

/-- A symmetric 3 × 3 matrix with two Lanczos vectors and coupling `b = 5` satisfies the Lanczos
relation, and `(3/5, 4/5)` is a unit eigenvector of its `T` with eigenvalue 25. -/
theorem lanczos_witness :
    (!![9, 12, 0; 12, 16, 5; 0, 5, 7] : Matrix (Fin 3) (Fin 3) ℝ).IsSymm ∧
    LanczosRelation (!![9, 12, 0; 12, 16, 5; 0, 5, 7] : Matrix (Fin 3) (Fin 3) ℝ)
      !![1, 0; 0, 1; 0, 0] !![9, 12; 12, 16] 5 ![0, 0, 1] (1 : Fin 2) ∧
    (!![9, 12; 12, 16] : Matrix (Fin 2) (Fin 2) ℝ) *ᵥ ![3 / 5, 4 / 5]
      = (25 : ℝ) • ![3 / 5, 4 / 5] ∧
    euclNorm (![3 / 5, 4 / 5] : Fin 2 → ℝ) = 1 := by
  refine ⟨?_, ⟨?_, ?_, ?_, ?_⟩, ?_, ?_⟩
  · ext i j
    fin_cases i <;> fin_cases j <;> simp
  · ext i j
    rw [Matrix.add_apply, Matrix.smul_apply, Matrix.vecMulVec_apply]
    fin_cases i <;> fin_cases j <;>
      norm_num [Matrix.mul_apply, Fin.sum_univ_succ, Pi.single_apply]
  · ext i j
    fin_cases i <;> fin_cases j <;> norm_num [Matrix.mul_apply, Fin.sum_univ_succ]
  · ext i
    fin_cases i <;> norm_num [Matrix.mulVec, dotProduct, Fin.sum_univ_succ]
  · norm_num [dotProduct, Fin.sum_univ_succ]
  · ext i
    fin_cases i <;> norm_num [Matrix.mulVec, dotProduct, Fin.sum_univ_succ]
  · rw [euclNorm, Real.sqrt_eq_one]
    norm_num [dotProduct, Fin.sum_univ_succ]

end LanczosRitz
```

```lean
#print axioms LanczosRitz.ritz_pair
#print axioms LanczosRitz.ritz_exact_iff
#print axioms LanczosRitz.ritz_error_bound
```

```
'LanczosRitz.ritz_pair' depends on axioms: [propext, Classical.choice, Quot.sound]
'LanczosRitz.ritz_exact_iff' depends on axioms: [propext, Classical.choice, Quot.sound]
'LanczosRitz.ritz_error_bound' depends on axioms: [propext, Classical.choice, Quot.sound]
```

## Reading the Lean statements

The types `n` and `k` are finite index sets: `n` labels the basis states of the Hamiltonian and `k` labels the Lanczos vectors. Thus `k` is not a step count. A vector is a function such as `n → ℝ`, `*ᵥ` is matrix times vector, and `⬝ᵥ` is the dot product. The name `euclNorm` stands for $\sqrt{v\cdot v}$. It is defined separately because Mathlib's default norm on `n → ℝ` is the largest absolute component.

The structure `LanczosRelation` collects the four equations. Its term `vecMulVec q (Pi.single l 1)` is the matrix $q\,e_l^T$. Since `k` carries no order, `l` may be any column; in a Lanczos run it is the last one.

The theorem `ritz_pair` states the three equalities for a unit eigenvector of $T$. It requires neither a symmetric $A$ nor a tridiagonal $T$, so it also applies to an Arnoldi relation with a real eigenpair. The theorem `ritz_exact_iff` says that $Qs$ satisfies the eigenvalue equation of $A$ with the same $\theta$ exactly when $b\,s_l=0$. In `eigenvalue_near` and `ritz_error_bound`, an eigenvalue is a real `μ` that comes with a nonzero vector `x` satisfying `A *ᵥ x = μ • x`. Finally, `lanczos_witness` confirms that the $3\times3$ example meets all the hypotheses of the error bound.

## The algebra inside the proofs

The lemma `dot_lift` moves $Q$ across the dot product and uses $Q^TQ=1$. In `residual_eq`, the intermediate statement `hc` computes the action of the coupling term on $s$, component by component. The rewrites that follow insert the recurrence, replace $Ts$ by $\theta s$ and cancel $\theta y$.

The proof of `ritz_pair` first derives $y\cdot q=0$ as `hyq`, then treats its three claims in turn. For the energy it turns the residual equation into $Ay=\theta y+b\,s_l\,q$ and takes the dot product with $y$. For the norm, `Real.sqrt_sq_eq_abs` supplies the absolute value. The proof of `ritz_exact_iff` obtains $q\neq0$ from its normalisation.

In `eigenvalue_near`, `par` is the expansion of a squared norm in the eigenbasis and `comp` gives the components of the residual. After `by_contra`, `gap` records that every eigenvalue is too far away, and `hz` is the vanishing weighted sum. The lemma `Finset.sum_eq_zero_iff_of_nonneg` then makes each term zero, as in the derivation. The proof of `ritz_error_bound` replaces $|b\,s_l|$ by the residual norm and applies this result.

## The orthonormal eigenbasis from Mathlib

The error bound rests on `hH.eigenvectorBasis`, Mathlib's form of the spectral theorem for a Hermitian matrix. For real entries the conjugate transpose is the transpose, so the symmetry of $A$ supplies the required hypothesis `hH`.

The basis vectors belong to `EuclideanSpace`, where the inner product and the Euclidean norm are built in, whereas the vectors in the theorem are plain functions. The proof crosses between the two in both directions: `.ofLp` extracts the coordinates of an eigenvector, and `WithLp.toLp 2 v` places `v` in the Euclidean space. There `sum_inner_mul_inner` gives the completeness relation

$$\sum_j\langle v,u_j\rangle\langle u_j,v\rangle=\langle v,v\rangle ,$$

which is translated back into dot products as `par`. From then on the argument uses only finite sums of real numbers.

## Defining the recursion itself

Another model would define the Lanczos vectors recursively from a starting vector and a symmetric $A$. Orthonormality and the matrix relation would then be theorems, proved by induction, and $T$ would be tridiagonal by construction. The definition would also need a rule for a zero coupling, where the next vector cannot be obtained by normalisation.

Such a result would say more about the algorithm but apply to fewer matrices, since the Arnoldi case would drop out. The present relation allows $b=0$ as long as some unit vector $q$ orthogonal to the columns of $Q$ is supplied. No such vector exists once the columns span the whole space, so a run carried to full dimension does not fit the hypotheses at its final step.

## Rounding, and which eigenvalue is found

The step from these theorems to a running code is floating-point rounding. The theorems assume that the recurrence and the orthogonality relations hold exactly, while computed Lanczos vectors can lose their orthogonality. The number $|b\,s_l|$ may then differ from the true residual norm. For a symmetric matrix, a safer final check is to form $y$, normalise it and compute $\|Ay-\theta y\|$ directly: `eigenvalue_near` accepts any unit vector, whatever its origin, and only the rounding in that last evaluation remains.

The bound places some eigenvalue near $\theta$ without saying which one. If the starting vector is an excited eigenstate, the first coupling is zero and the energy is exact, yet the ground state has not been found. For two Ritz values with overlapping error bars, the theorem may point to the same eigenvalue twice. It also gives no bound on the error of the vector $y$, which matters when other observables are computed from it.

All matrices and vectors here are real. A complex Hermitian matrix, such as that of a lattice model with complex hopping amplitudes, is not covered directly, but the same argument works with complex inner products.
